# Massless Møller scattering at lowest order: interference trace and spin average

**Q.** Moving one vector through gives \(\gamma^\mu\not a\gamma_\mu=2\not a-4\not a=-2\not a\), where \(\not a=a_\mu\gamma^\mu\). How does this help when two electrons scatter, \(p_1+p_2\to p_3+p_4\), and direct and exchange amplitudes interfere?

**A.** Summed over spins, the interference is one long trace, which the same move shortens. The metric is \((+,-,-,-)\); `γ` has an upper index, and `η` supplies the lowering signs.

```lean
import Mathlib

open Matrix ComplexConjugate

noncomputable section

namespace MollerCasimir

/-- Complex four-by-four matrices acting on Dirac spinors. -/
abbrev Mat := Matrix (Fin 4) (Fin 4) ℂ

/-- The diagonal of the Minkowski metric, with signature (+,-,-,-). -/
def η : Fin 4 → ℝ := ![1, -1, -1, -1]

/-- The Minkowski product of two four-vectors. -/
def dot (p q : Fin 4 → ℝ) : ℝ := ∑ μ, η μ * p μ * q μ

/-- The Dirac matrices with upper index, in the chiral basis. -/
def γ : Fin 4 → Mat := ![
  !![0, 0, 1, 0; 0, 0, 0, 1; 1, 0, 0, 0; 0, 1, 0, 0],
  !![0, 0, 0, 1; 0, 0, 1, 0; 0, -1, 0, 0; -1, 0, 0, 0],
  !![0, 0, 0, -Complex.I; 0, 0, Complex.I, 0; 0, Complex.I, 0, 0; -Complex.I, 0, 0, 0],
  !![0, 0, 1, 0; 0, 0, 0, -1; -1, 0, 0, 0; 0, 1, 0, 0]]

/-- The slashed momentum, the contraction of a four-vector with the Dirac matrices. -/
def slash (p : Fin 4 → ℝ) : Mat := ∑ μ, (η μ * p μ) • γ μ

/-- A matrix enclosed between two contracted Dirac matrices. -/
def contract (X : Mat) : Mat := ∑ μ, η μ • (γ μ * X * γ μ)

/-- The product of two traces, tr[A γ^μ B γ^ν] tr[C γ_μ D γ_ν]. -/
def directTrace (A B C D : Mat) : ℂ :=
  ∑ μ, ∑ ν, (η μ * η ν) • (trace (A * γ μ * B * γ ν) * trace (C * γ μ * D * γ ν))

/-- The single trace tr[A γ^μ B γ^ν C γ_μ D γ_ν]. -/
def interferenceTrace (A B C D : Mat) : ℂ :=
  ∑ μ, ∑ ν, (η μ * η ν) • trace (A * γ μ * B * γ ν * C * γ μ * D * γ ν)
```

**Q.** Where are the electrons?

**A.** In spinors \(w\), with \(\bar w=w^\dagger\gamma^0\). Despite its name, `exch` contracts the currents of the direct term too.

```lean
/-- The Dirac adjoint of a spinor. -/
def bar (w : Fin 4 → ℂ) : Fin 4 → ℂ := star w ᵥ* γ 0

/-- The transition current between two spinors. -/
def current (w : Fin 4 → ℂ) (μ : Fin 4) (v : Fin 4 → ℂ) : ℂ := bar w ⬝ᵥ (γ μ *ᵥ v)

/-- The contraction of two currents, from v to w and from v' to w'. -/
def exch (w v w' v' : Fin 4 → ℂ) : ℂ := ∑ μ, η μ • (current w μ v * current w' μ v')

/-- The sum over two spin states of spinor times Dirac adjoint. -/
def spinSum (u : Fin 2 → Fin 4 → ℂ) : Mat := ∑ r, vecMulVec (u r) (bar (u r))
```

**Q.** And longer contractions?

**A.** `slash_anticomm` checks \(\not a\not b+\not b\not a=2a\cdot b\) entry by entry. Treating \(\gamma^\mu\) as the slash of a coordinate vector, with sign `η μ`, then gives the recursion
\[\gamma^\mu X\not a\gamma_\mu=2\not aX-\gamma^\mu X\gamma_\mu\not a.\]
From \(\gamma^\mu\gamma_\mu=4\) it yields
\[\gamma^\mu\not a\not b\gamma_\mu=2(\not b\not a+\not a\not b)=4a\cdot b,\]
\[\gamma^\mu\not a\not b\not c\gamma_\mu=2\not c\not a\not b-4(a\cdot b)\not c=-2\not c\not b\not a.\]

```lean
/-- The anticommutator of two slashed vectors is twice their Minkowski product. -/
theorem slash_anticomm (p q : Fin 4 → ℝ) :
    slash p * slash q + slash q * slash p = (2 * dot p q) • (1 : Mat) := by
  have e : ∀ p : Fin 4 → ℝ, slash p =
      !![0, 0, (p 0 : ℂ) - p 3, -p 1 + Complex.I * p 2;
         0, 0, -p 1 - Complex.I * p 2, p 0 + p 3;
         p 0 + p 3, p 1 - Complex.I * p 2, 0, 0;
         p 1 + Complex.I * p 2, p 0 - p 3, 0, 0] := by
    intro p
    ext i j
    fin_cases i <;> fin_cases j <;> simp [slash, γ, η, Fin.sum_univ_four] <;> ring
  rw [e, e]
  ext i j
  fin_cases i <;> fin_cases j <;>
    simp [Fin.sum_univ_four, dot, η] <;>
    first
    | linear_combination (2 * (p 2 : ℂ) * q 2) * Complex.I_sq
    | ring

/-- Each Dirac matrix is the slash of a signed coordinate vector, whose product with any four-vector
is the corresponding component. -/
theorem gamma_eq_slash (μ : Fin 4) : γ μ = slash (Pi.single μ (η μ)) ∧
    ∀ a, dot a (Pi.single μ (η μ)) = a μ := by
  have h : η μ * η μ = 1 := by fin_cases μ <;> simp [η]
  refine ⟨by simp [slash, Pi.single_apply, ite_smul, h], fun a => ?_⟩
  simp [dot, Pi.single_apply]
  linear_combination a μ * h

/-- Moving a slashed vector out of a contraction leaves a reordered product and a shorter
contraction. -/
theorem contract_mul_slash (X : Mat) (a : Fin 4 → ℝ) :
    contract (X * slash a) = (2 : ℝ) • (slash a * X) - contract X * slash a := by
  have hg : ∀ μ, slash a * γ μ = (2 * a μ) • (1 : Mat) - γ μ * slash a := by
    intro μ
    have h := slash_anticomm a (Pi.single μ (η μ))
    rw [← (gamma_eq_slash μ).1, (gamma_eq_slash μ).2] at h
    exact eq_sub_of_add_eq h
  have ht : ∀ μ, η μ • (γ μ * (X * slash a) * γ μ) =
      (2 : ℝ) • (((η μ * a μ) • γ μ) * X) - (η μ • (γ μ * X * γ μ)) * slash a := by
    intro μ
    simp only [Matrix.mul_assoc, hg, Matrix.mul_sub, Matrix.mul_smul, Matrix.mul_one,
      Matrix.smul_mul]
    module
  rw [contract, Finset.sum_congr rfl fun μ _ => ht μ, Finset.sum_sub_distrib,
    ← Finset.smul_sum, ← Matrix.sum_mul, ← Matrix.sum_mul]
  rfl

/-- Two slashed vectors inside a contraction give four times their Minkowski product; three give
minus twice the reversed string. -/
theorem contract_slash (a b c : Fin 4 → ℝ) :
    contract (slash a * slash b) = (4 * dot a b) • (1 : Mat) ∧
    contract (slash a * slash b * slash c) = (-2 : ℝ) • (slash c * slash b * slash a) := by
  have h0 : contract 1 = (4 : ℝ) • (1 : Mat) := by
    have hs : ∀ μ, η μ • (γ μ * γ μ) = (1 : Mat) := by
      intro μ
      have h := slash_anticomm (Pi.single μ (η μ)) (Pi.single μ (η μ))
      rw [(gamma_eq_slash μ).2, ← (gamma_eq_slash μ).1, Pi.single_eq_same] at h
      have h2 : η μ • (γ μ * γ μ) = (η μ * η μ) • (1 : Mat) := by
        linear_combination (norm := module) (η μ / 2) • h
      have h3 : η μ * η μ = 1 := by fin_cases μ <;> simp [η]
      rw [h2, h3, one_smul]
    simp only [contract, Matrix.mul_one, hs, Fin.sum_univ_four]
    module
  have h1 : contract (slash a) = (-2 : ℝ) • slash a := by
    have h := contract_mul_slash 1 a
    rw [Matrix.one_mul, Matrix.mul_one, h0, Matrix.smul_mul, Matrix.one_mul] at h
    rw [h]
    module
  have h2 : contract (slash a * slash b) = (4 * dot a b) • (1 : Mat) := by
    rw [contract_mul_slash, h1, Matrix.smul_mul]
    linear_combination (norm := module) (2 : ℝ) • slash_anticomm a b
  refine ⟨h2, ?_⟩
  have h := congrArg (fun X => slash c * X) (slash_anticomm a b)
  simp only [Matrix.mul_add, Matrix.mul_smul, Matrix.mul_one] at h
  rw [contract_mul_slash, h2, Matrix.smul_mul, Matrix.one_mul, Matrix.mul_assoc]
  linear_combination (norm := module) (2 : ℝ) • h
```

**Q.** The traces?

**A.** Cyclicity gives \(\mathrm{tr}\not a\not b=4a\cdot b\). Carrying \(\not a\) around gives
\[\mathrm{tr}\not a\not b\not c\not d=4[(a\cdot b)(c\cdot d)-(a\cdot c)(b\cdot d)+(a\cdot d)(b\cdot c)].\]
Contracting two such traces leaves \(32[(a\cdot c)(b\cdot d)+(a\cdot d)(b\cdot c)]\).

```lean
/-- The product of two traces of slashed vectors, contracted over both Lorentz indices. -/
theorem direct_trace (a b c d : Fin 4 → ℝ) :
    directTrace (slash a) (slash b) (slash c) (slash d) =
      ((32 * (dot a c * dot b d + dot a d * dot b c) : ℝ) : ℂ) := by
  have t2 : ∀ a b, trace (slash a * slash b) = 4 * (dot a b : ℂ) := by
    intro a b
    have h := congrArg trace (slash_anticomm a b)
    rw [trace_add, trace_mul_comm (slash b), trace_smul, trace_one, Fintype.card_fin,
      Complex.real_smul] at h
    push_cast at h
    linear_combination h / 2
  -- carry the first factor around the trace
  have t4 : ∀ a b c d, trace (slash a * slash b * slash c * slash d) =
      4 * ((dot a b : ℂ) * dot c d - dot a c * dot b d + dot a d * dot b c) := by
    intro a b c d
    have h1 := congrArg (fun X => trace (X * (slash c * slash d))) (slash_anticomm a b)
    have h2 := congrArg (fun X => trace (slash b * X * slash d)) (slash_anticomm a c)
    have h3 := congrArg (fun X => trace (slash b * slash c * X)) (slash_anticomm a d)
    have hc : trace (slash b * (slash c * (slash d * slash a))) =
        trace (slash a * (slash b * (slash c * slash d))) := by
      rw [trace_mul_comm (slash a)]
      simp only [Matrix.mul_assoc]
    simp only [Matrix.add_mul, Matrix.mul_add, Matrix.smul_mul, Matrix.mul_smul,
      Matrix.one_mul, Matrix.mul_one, Matrix.mul_assoc, trace_add, trace_smul, t2, hc,
      Complex.real_smul, Complex.ofReal_mul, Complex.ofReal_ofNat] at h1 h2 h3 ⊢
    linear_combination (h1 - h2 + h3) / 2
  have k : ∀ a b μ ν, trace (slash a * γ μ * slash b * γ ν) =
      4 * ((a μ : ℂ) * b ν - dot a b * ((Pi.single μ (η μ) : Fin 4 → ℝ) ν : ℝ)
        + a ν * b μ) := by
    intro a b μ ν
    have hc : dot (Pi.single μ (η μ)) b = b μ := by
      rw [← (gamma_eq_slash μ).2 b]
      exact Finset.sum_congr rfl fun i _ => by ring
    rw [(gamma_eq_slash μ).1, (gamma_eq_slash ν).1, t4]
    simp only [(gamma_eq_slash _).2, hc]
  simp only [directTrace, k, Fin.sum_univ_four]
  simp [η, dot, Fin.sum_univ_four]
  ring
```

For interference, contract \(\mu\), then \(\nu\):
\[\begin{aligned}&\mathrm{tr}[\not p_3\gamma^\mu\not p_1\gamma^\nu\not p_4\gamma_\mu\not p_2\gamma_\nu]\\&=-2\,\mathrm{tr}[\not p_3\not p_4\gamma^\nu\not p_1\not p_2\gamma_\nu]\\&=-32(p_1\cdot p_2)(p_3\cdot p_4)=-8s^2,\end{aligned}\]
since \(p_1\cdot p_2=p_3\cdot p_4=s/2\), with \(s=(p_1+p_2)^2\).

```lean
/-- For massless momenta with p1 + p2 = p3 + p4, the interference trace equals -8s². -/
theorem interference_trace (p1 p2 p3 p4 : Fin 4 → ℝ) (h : p1 + p2 = p3 + p4)
    (m1 : dot p1 p1 = 0) (m2 : dot p2 p2 = 0) (m3 : dot p3 p3 = 0) (m4 : dot p4 p4 = 0) :
    interferenceTrace (slash p3) (slash p1) (slash p4) (slash p2) =
      ((-8 * dot (p1 + p2) (p1 + p2) ^ 2 : ℝ) : ℂ) := by
  -- first contract over μ, then over ν
  have inner : ∀ ν, ∑ μ, (η μ * η ν) •
      trace (slash p3 * γ μ * slash p1 * γ ν * slash p4 * γ μ * slash p2 * γ ν) =
      (-2 * η ν) • trace (slash p3 * slash p4 * (γ ν * (slash p1 * slash p2) * γ ν)) := by
    intro ν
    have h3 := (contract_slash p1 (Pi.single ν (η ν)) p4).2
    rw [← (gamma_eq_slash ν).1] at h3
    have h4 := congrArg (fun X => η ν • trace (slash p3 * X * (slash p2 * γ ν))) h3
    simp only [contract, Matrix.mul_sum, Matrix.sum_mul, trace_sum, Finset.smul_sum,
      Matrix.mul_smul, Matrix.smul_mul, trace_smul, smul_smul, Matrix.mul_assoc,
      mul_comm] at h4 ⊢
    exact h4
  have h2 := congrArg (fun X => (-2 : ℝ) • trace (slash p3 * slash p4 * X))
    (contract_slash p1 p2 p4).1
  simp only [contract, Matrix.mul_sum, trace_sum, Finset.smul_sum, Matrix.mul_smul,
    trace_smul, smul_smul] at h2
  have t2 := congrArg trace (slash_anticomm p3 p4)
  rw [trace_add, trace_mul_comm (slash p4), trace_smul, trace_one, Fintype.card_fin,
    Complex.real_smul] at t2
  have sq : ∀ a b, dot (a + b) (a + b) = dot a a + 2 * dot a b + dot b b := by
    intro a b
    simp [dot, Fin.sum_univ_four]
    ring
  have e : dot p3 p4 = dot p1 p2 := by
    have := sq p1 p2
    rw [h, sq] at this
    linarith
  rw [interferenceTrace, Finset.sum_comm, Finset.sum_congr rfl fun ν _ => inner ν, h2,
    Matrix.mul_one, sq, m1, m2, Complex.real_smul]
  rw [e] at t2
  push_cast at t2 ⊢
  linear_combination (-4 * (dot p1 p2 : ℂ)) * t2
```

**Q.** Without momentum conservation?

**A.** Take \(p_1=p_3=p_4=\tfrac12(1,0,0,1)\), \(p_2=\tfrac12(1,0,0,-1)\). All are lightlike and \(s=1\), but the trace is 0, not −8.

**Q.** How do amplitudes become traces?

**A.** Conjugation reverses a current, so spinors pair as \(w\bar w\). `casimir_trick` proves this for single spinors, then expands the spin sums.

```lean
/-- The Casimir trick: the direct contraction times its own conjugate, or times the conjugate of the
exchange contraction, summed over all spins, is given by contracted traces over the spin sums of the
external particles. -/
theorem casimir_trick (u1 u2 u3 u4 : Fin 2 → Fin 4 → ℂ) :
    (∑ a, ∑ b, ∑ c, ∑ d, exch (u3 c) (u1 a) (u4 d) (u2 b) *
      conj (exch (u3 c) (u1 a) (u4 d) (u2 b)) =
        directTrace (spinSum u3) (spinSum u1) (spinSum u4) (spinSum u2)) ∧
    (∑ a, ∑ b, ∑ c, ∑ d, exch (u3 c) (u1 a) (u4 d) (u2 b) *
      conj (exch (u4 d) (u1 a) (u3 c) (u2 b)) =
        interferenceTrace (spinSum u3) (spinSum u1) (spinSum u4) (spinSum u2)) := by
  have r1 : ∀ (a b c d : Fin 4 → ℂ) (A : Mat), vecMulVec a b * A * vecMulVec c d =
      (b ⬝ᵥ (A *ᵥ c)) • vecMulVec a d := by
    intro a b c d A
    ext i j
    simp only [Matrix.mul_apply, vecMulVec_apply, Matrix.smul_apply, smul_eq_mul,
      dotProduct, mulVec, Fin.sum_univ_four]
    ring
  have r2 : ∀ (a b : Fin 4 → ℂ) (A : Mat), trace (vecMulVec a b * A) = b ⬝ᵥ (A *ᵥ a) := by
    intro a b A
    simp only [trace, diag_apply, Matrix.mul_apply, vecMulVec_apply, dotProduct, mulVec,
      Fin.sum_univ_four]
    ring
  -- complex conjugation reverses a current
  have cc : ∀ w μ v, conj (current w μ v) = current v μ w := by
    intro w μ v
    fin_cases μ <;>
      simp [current, bar, γ, dotProduct, mulVec, vecMul, Fin.sum_univ_four] <;> ring
  have ec : ∀ w v w' v', conj (exch w v w' v') = exch v w v' w' := by
    intro w v w' v'
    simp only [exch, map_sum, Complex.real_smul, map_mul, Complex.conj_ofReal, cc]
  have e1 : ∀ w v w' v', exch w v w' v' * conj (exch w v w' v') =
      directTrace (vecMulVec w (bar w)) (vecMulVec v (bar v))
        (vecMulVec w' (bar w')) (vecMulVec v' (bar v')) := by
    intro w v w' v'
    rw [ec]
    simp only [exch, directTrace, Finset.sum_mul_sum]
    refine Finset.sum_congr rfl fun μ _ => Finset.sum_congr rfl fun ν _ => ?_
    simp only [r1, Matrix.smul_mul, trace_smul, r2, smul_eq_mul, current,
      Complex.real_smul, Complex.ofReal_mul]
    ring
  have e2 : ∀ w v w' v', exch w v w' v' * conj (exch w' v w v') =
      interferenceTrace (vecMulVec w (bar w)) (vecMulVec v (bar v))
        (vecMulVec w' (bar w')) (vecMulVec v' (bar v')) := by
    intro w v w' v'
    rw [ec]
    simp only [exch, interferenceTrace, Finset.sum_mul_sum]
    refine Finset.sum_congr rfl fun μ _ => Finset.sum_congr rfl fun ν _ => ?_
    simp only [r1, Matrix.smul_mul, trace_smul, r2, smul_eq_mul, current,
      Complex.real_smul, Complex.ofReal_mul]
    ring
  constructor
  · simp only [e1, spinSum, Fin.sum_univ_two, directTrace, trace_add, add_mul, mul_add,
      smul_add, Finset.sum_add_distrib]
    abel
  · simp only [e2, spinSum, Fin.sum_univ_two, interferenceTrace, Matrix.add_mul,
      Matrix.mul_add, trace_add, smul_add, Finset.sum_add_distrib]
    abel
```

**Q.** Is the scattering amplitude \(M\) itself derived from QED here?

**A.** No, it is assumed. In the theorem below, `hM` says \(M=D/t-X/u\), with direct and exchange contractions \(D,X\) and nonzero \(t=(p_1-p_3)^2\), \(u=(p_1-p_4)^2\). It stands for one-photon exchange at unit charge, with the fermionic minus sign. Spinors (`u1` to `u4`, unrelated to `u`) satisfy \(\sum w\bar w=\not p\).

With \(p_1\cdot p_3=p_2\cdot p_4=-t/2\) and \(p_1\cdot p_4=p_2\cdot p_3=-u/2\),
\[\begin{aligned}\tfrac14\sum|M|^2&=\tfrac14\left[\tfrac{8(s^2+u^2)}{t^2}+\tfrac{8(s^2+t^2)}{u^2}+\tfrac{16s^2}{tu}\right]\\&=2\left[\tfrac{s^2+u^2}{t^2}+\tfrac{s^2+t^2}{u^2}+\tfrac{2s^2}{tu}\right].\end{aligned}\]
Lean works with \((tu)^2|M|^2\) and cancels last. In the centre-of-mass frame at fixed energy, the spin average sets the angular dependence of unpolarised scattering at lowest order in QED, electron mass neglected.

```lean
/-- Spin-averaged massless Moller scattering at unit charge, for nonzero t and u, conserved
momentum and spinors whose spin sums are the slashed momenta. The amplitude M is the direct
contraction over t minus the exchange contraction over u. -/
theorem moller_spin_average (p1 p2 p3 p4 : Fin 4 → ℝ) (s t u : ℝ)
    (u1 u2 u3 u4 : Fin 2 → Fin 4 → ℂ) (M : Fin 2 → Fin 2 → Fin 2 → Fin 2 → ℂ)
    (h : p1 + p2 = p3 + p4)
    (m1 : dot p1 p1 = 0) (m2 : dot p2 p2 = 0) (m3 : dot p3 p3 = 0) (m4 : dot p4 p4 = 0)
    (hs : s = dot (p1 + p2) (p1 + p2)) (ht : t = dot (p1 - p3) (p1 - p3))
    (hu : u = dot (p1 - p4) (p1 - p4)) (t0 : t ≠ 0) (u0 : u ≠ 0)
    (h1 : spinSum u1 = slash p1) (h2 : spinSum u2 = slash p2)
    (h3 : spinSum u3 = slash p3) (h4 : spinSum u4 = slash p4)
    (hM : ∀ a b c d, (t : ℂ) * u * M a b c d =
      u * exch (u3 c) (u1 a) (u4 d) (u2 b) - t * exch (u4 d) (u1 a) (u3 c) (u2 b)) :
    1 / 4 * ∑ a, ∑ b, ∑ c, ∑ d, ‖M a b c d‖ ^ 2 =
      2 * ((s ^ 2 + u ^ 2) / t ^ 2 + (s ^ 2 + t ^ 2) / u ^ 2 + 2 * s ^ 2 / (t * u)) := by
  have E : ∀ a b c d, ((t : ℂ) * u) ^ 2 * ((‖M a b c d‖ ^ 2 : ℝ) : ℂ) =
      (u : ℂ) ^ 2 * (exch (u3 c) (u1 a) (u4 d) (u2 b) *
        conj (exch (u3 c) (u1 a) (u4 d) (u2 b))) +
      (t : ℂ) ^ 2 * (exch (u4 d) (u1 a) (u3 c) (u2 b) *
        conj (exch (u4 d) (u1 a) (u3 c) (u2 b))) -
      (t : ℂ) * u * (exch (u3 c) (u1 a) (u4 d) (u2 b) *
        conj (exch (u4 d) (u1 a) (u3 c) (u2 b))) -
      (t : ℂ) * u * (exch (u4 d) (u1 a) (u3 c) (u2 b) *
        conj (exch (u3 c) (u1 a) (u4 d) (u2 b))) := by
    intro a b c d
    have hm := hM a b c d
    have hc := congrArg conj hm
    simp only [map_mul, map_sub, Complex.conj_ofReal] at hc
    rw [← Complex.normSq_eq_norm_sq, ← Complex.mul_conj]
    linear_combination ((t : ℂ) * u * conj (M a b c d)) * hm +
      (u * exch (u3 c) (u1 a) (u4 d) (u2 b) - t * exch (u4 d) (u1 a) (u3 c) (u2 b)) * hc
  have swap : ∀ F : Fin 2 → Fin 2 → Fin 2 → Fin 2 → ℂ,
      ∑ a, ∑ b, ∑ c, ∑ d, F a b c d = ∑ a, ∑ b, ∑ c, ∑ d, F a b d c := fun F =>
    Finset.sum_congr rfl fun a _ => Finset.sum_congr rfl fun b _ => Finset.sum_comm
  have D := casimir_trick u1 u2 u3 u4
  have X1 := (casimir_trick u1 u2 u4 u3).1
  have X2 := (casimir_trick u1 u2 u4 u3).2
  rw [swap] at X1
  rw [swap] at X2
  -- sum the squared amplitude over all spins
  have key : ((t : ℂ) * u) ^ 2 * ((∑ a, ∑ b, ∑ c, ∑ d, ‖M a b c d‖ ^ 2 : ℝ) : ℂ) =
      (u : ℂ) ^ 2 * directTrace (spinSum u3) (spinSum u1) (spinSum u4) (spinSum u2) +
      (t : ℂ) ^ 2 * directTrace (spinSum u4) (spinSum u1) (spinSum u3) (spinSum u2) -
      (t : ℂ) * u * interferenceTrace (spinSum u3) (spinSum u1) (spinSum u4) (spinSum u2) -
      (t : ℂ) * u *
        interferenceTrace (spinSum u4) (spinSum u1) (spinSum u3) (spinSum u2) := by
    rw [← D.1, ← D.2, ← X1, ← X2]
    simp only [Complex.ofReal_sum, Finset.mul_sum, E, Finset.sum_add_distrib,
      Finset.sum_sub_distrib]
  rw [h1, h2, h3, h4, direct_trace, direct_trace,
    interference_trace p1 p2 p3 p4 h m1 m2 m3 m4,
    interference_trace p1 p2 p4 p3 (h.trans (add_comm p3 p4)) m1 m2 m4 m3, ← hs] at key
  have key' : (t * u) ^ 2 * (∑ a, ∑ b, ∑ c, ∑ d, ‖M a b c d‖ ^ 2) =
      u ^ 2 * (32 * (dot p3 p4 * dot p1 p2 + dot p3 p2 * dot p1 p4)) +
      t ^ 2 * (32 * (dot p4 p3 * dot p1 p2 + dot p4 p2 * dot p1 p3)) -
      t * u * (-8 * s ^ 2) - t * u * (-8 * s ^ 2) := by
    exact_mod_cast key
  -- express all products through s, t and u
  have add : ∀ a b, dot (a + b) (a + b) = dot a a + 2 * dot a b + dot b b := by
    intro a b
    simp [dot, Fin.sum_univ_four]
    ring
  have sub : ∀ a b, dot (a - b) (a - b) = dot a a - 2 * dot a b + dot b b := by
    intro a b
    simp [dot, Fin.sum_univ_four]
    ring
  have d12 : dot p1 p2 = s / 2 := by linarith [add p1 p2]
  have d34 : dot p3 p4 = s / 2 := by
    rw [h] at hs
    linarith [add p3 p4]
  have d43 : dot p4 p3 = s / 2 := by
    rw [h, add_comm p3 p4] at hs
    linarith [add p4 p3]
  have d13 : dot p1 p3 = -t / 2 := by linarith [sub p1 p3]
  have d14 : dot p1 p4 = -u / 2 := by linarith [sub p1 p4]
  have d42 : dot p4 p2 = -t / 2 := by
    rw [show p1 - p3 = p4 - p2 by linear_combination h] at ht
    linarith [sub p4 p2]
  have d32 : dot p3 p2 = -u / 2 := by
    rw [show p1 - p4 = p3 - p2 by linear_combination h] at hu
    linarith [sub p3 p2]
  rw [d12, d34, d43, d13, d14, d42, d32] at key'
  apply mul_left_cancel₀ (pow_ne_zero 2 (mul_ne_zero t0 u0))
  have r : (t * u) ^ 2 * (2 * ((s ^ 2 + u ^ 2) / t ^ 2 + (s ^ 2 + t ^ 2) / u ^ 2 +
      2 * s ^ 2 / (t * u))) =
      2 * (u ^ 2 * (s ^ 2 + u ^ 2) + t ^ 2 * (s ^ 2 + t ^ 2) + 2 * s ^ 2 * t * u) := by
    field_simp
  rw [r]
  linear_combination key' / 4
```

**Q.** Do such spinors exist?

**A.** Yes, explicitly, for planar scattering through an angle \(\theta\) in the centre-of-mass frame: with \(c=\cos(\theta/2)\) and \(d=\sin(\theta/2)\), the momenta have \(s=1\), \(t=-d^2\) and \(u=-c^2\); the average needs \(cd\neq0\). At \(c=d=1/\sqrt2\), \(t=u=-\tfrac12\), giving \(2(5+5+8)=36\).

```lean
/-- A lightlike momentum in the xz-plane, built from two real numbers. -/
def planarMomentum (x y : ℝ) : Fin 4 → ℝ :=
  ![(x ^ 2 + y ^ 2) / 2, x * y, 0, (x ^ 2 - y ^ 2) / 2]

/-- Two chiral spinors built from the same two real numbers. -/
def planarSpinor (x y : ℝ) : Fin 2 → Fin 4 → ℂ := ![![0, 0, x, y], ![-y, x, 0, 0]]

/-- The planar spinors have the slashed planar momentum as spin sum, and the momentum is
lightlike. For c² + d² = 1 four such momenta are conserved, with t = -d² and u = -c². -/
theorem moller_witness (c d : ℝ) (h : c ^ 2 + d ^ 2 = 1) :
    (∀ x y, spinSum (planarSpinor x y) = slash (planarMomentum x y) ∧
      dot (planarMomentum x y) (planarMomentum x y) = 0) ∧
    planarMomentum 1 0 + planarMomentum 0 1 = planarMomentum c d + planarMomentum (-d) c ∧
    dot (planarMomentum 1 0 - planarMomentum c d)
      (planarMomentum 1 0 - planarMomentum c d) = -d ^ 2 ∧
    dot (planarMomentum 1 0 - planarMomentum (-d) c)
      (planarMomentum 1 0 - planarMomentum (-d) c) = -c ^ 2 := by
  refine ⟨fun x y => ⟨?_, ?_⟩, ?_, ?_, ?_⟩
  · ext i j
    simp only [spinSum, Fin.sum_univ_two, Matrix.add_apply, vecMulVec_apply, bar, vecMul,
      dotProduct, Fin.sum_univ_four, Pi.star_apply]
    fin_cases i <;> fin_cases j <;>
      simp [planarSpinor, planarMomentum, slash, γ, η, Fin.sum_univ_four] <;> ring
  · simp [dot, planarMomentum, η, Fin.sum_univ_four]
    ring
  · ext μ
    fin_cases μ <;> simp [planarMomentum] <;> linarith
  · simp [dot, planarMomentum, η, Fin.sum_univ_four]
    ring
  · simp [dot, planarMomentum, η, Fin.sum_univ_four]
    ring

end MollerCasimir
```

```lean
#print axioms MollerCasimir.moller_spin_average
```

```
'MollerCasimir.moller_spin_average' depends on axioms: [propext, Classical.choice, Quot.sound]
```
